# A lower bound on the length of a sum in a non-orthogonal basis when the coefficient vectors are orthogonal

The columns of a real matrix `W` with finitely many rows serve as `k + 1` basis vectors, not necessarily orthonormal, and `W` stretches every coefficient vector by a factor between `a` and `c`, with `a` positive. The theorem `image_length_bound` says that if the coefficient vectors `q` and `d` are orthogonal, then the length of `W(q + d)` is at least 2ac/(a² + c²) times the length of `Wq`. Neither `q` nor `d` need be normalised. The proof squares the inequality, writes the squared lengths as dot products, and applies `quadratic_bound`. The hypothesis of that lemma is to come from comparing the images of `sq + td` and `sq − td`, which have equal lengths before `W` is applied because `q` and `d` are orthogonal.

An attempt in Lean 4 with a fault in it:

```lean
import Mathlib

open Matrix

namespace QuasiMinimalResidual

noncomputable section

/-- The Euclidean length of a real vector. -/
def l2 {ι : Type*} [Fintype ι] (x : ι → ℝ) : ℝ := √(x ⬝ᵥ x)

/-- The first coordinate vector of the small space of dimension `k + 1`. -/
def e₁ (k : ℕ) : Fin (k + 1) → ℝ := Pi.single 0 1

/-- The basis matrix `W` stretches every vector by a factor between `a` and `c`. -/
def Conditioned {n : Type*} [Fintype n] {k : ℕ} (W : Matrix n (Fin (k + 1)) ℝ)
    (a c : ℝ) : Prop :=
  ∀ u, a * l2 u ≤ l2 (W *ᵥ u) ∧ l2 (W *ᵥ u) ≤ c * l2 u

lemma l2_nonneg {ι : Type*} [Fintype ι] (x : ι → ℝ) : 0 ≤ l2 x := Real.sqrt_nonneg _

lemma l2_sq {ι : Type*} [Fintype ι] (x : ι → ℝ) : l2 x ^ 2 = x ⬝ᵥ x :=
  Real.sq_sqrt (Finset.sum_nonneg fun i _ => mul_self_nonneg (x i))

variable {n : Type*} [Fintype n] {k : ℕ} {A : Matrix n n ℝ} {V : Matrix n (Fin k) ℝ}
  {W : Matrix n (Fin (k + 1)) ℝ} {G : Matrix (Fin (k + 1)) (Fin k) ℝ}
  {b : n → ℝ} {β a c : ℝ} {y : Fin k → ℝ}

lemma Conditioned.le (hW : Conditioned W a c) : a ≤ c := by
  have h1 : l2 (e₁ k) = 1 := by simp [l2, e₁]
  have h := (hW (e₁ k)).1.trans (hW (e₁ k)).2
  rwa [h1, mul_one, mul_one] at h

lemma quadratic_bound {X S D : ℝ} (ha : 0 < a) (hac : a ≤ c) (hD : 0 ≤ D)
    (key : ∀ s t : ℝ, a ^ 2 * (s ^ 2 * X + 2 * s * t * S + t ^ 2 * D)
      ≤ c ^ 2 * (s ^ 2 * X - 2 * s * t * S + t ^ 2 * D)) :
    (2 * a * c) ^ 2 * X ≤ (a ^ 2 + c ^ 2) ^ 2 * (X + 2 * S + D) := by
  have fin : 0 ≤ (c ^ 2 - a ^ 2) ^ 2 * X + (a ^ 2 + c ^ 2) ^ 2 * (2 * S + D) := by
    rcases hac.eq_or_lt with h | h
    · have hk := key 1 (-1)
      rw [← h] at hk ⊢
      have hS : 0 ≤ S := by
        have h3 := le_of_mul_le_mul_left hk (pow_pos ha 2)
        linarith
      have h4 := mul_nonneg (sq_nonneg (a ^ 2 + a ^ 2)) (by linarith : 0 ≤ 2 * S + D)
      linarith
    · have hM : 0 < c ^ 2 - a ^ 2 := by nlinarith
      have hk := key (c ^ 2 - a ^ 2) (-(a ^ 2 + c ^ 2))
      refine le_of_mul_le_mul_left ?_ hM
      linarith
  linarith

/-- For orthogonal `q` and `d`, the image of `q + d` under `W` is at least `2ac / (a² + c²)` times
as long as the image of `q`. -/
theorem image_length_bound (ha : 0 < a) (hW : Conditioned W a c)
    {q d : Fin (k + 1) → ℝ} (hq : q ⬝ᵥ d = 0) :
    2 * a * c * l2 (W *ᵥ q) ≤ (a ^ 2 + c ^ 2) * l2 (W *ᵥ (q + d)) := by
  have hc : 0 < c := ha.trans_le hW.le
  have hq' : d ⬝ᵥ q = 0 := by rw [dotProduct_comm, hq]
  refine (sq_le_sq₀ (mul_nonneg (by positivity) (l2_nonneg _))
    (mul_nonneg (by positivity) (l2_nonneg _))).mp ?_
  have hexp : (W *ᵥ (q + d)) ⬝ᵥ (W *ᵥ (q + d)) = (W *ᵥ q) ⬝ᵥ (W *ᵥ q)
      + 2 * ((W *ᵥ q) ⬝ᵥ (W *ᵥ d)) + (W *ᵥ d) ⬝ᵥ (W *ᵥ d) := by
    simp only [Matrix.mulVec_add, add_dotProduct, dotProduct_add]
    rw [dotProduct_comm (W *ᵥ d) (W *ᵥ q)]
    ring
  rw [mul_pow, mul_pow, l2_sq, l2_sq, hexp]
  refine quadratic_bound ha hW.le (by rw [← l2_sq]; positivity) fun s t => ?_
  -- s q + t d and s q - t d have the same length
  have e : l2 (s • q + t • d) = l2 (s • q - t • d) := by
    unfold l2
    congr 1
    simp only [add_dotProduct, dotProduct_add, sub_dotProduct, dotProduct_sub,
      smul_dotProduct, dotProduct_smul, smul_eq_mul, hq, hq']
    ring
  have h1 := mul_le_mul_of_nonneg_left (hW (s • q + t • d)).2 ha.le
  have h2 := mul_le_mul_of_nonneg_left (hW (s • q - t • d)).1 hc.le
  rw [e] at h1
  have h3 : a * l2 (W *ᵥ (s • q + t • d)) ≤ c * l2 (W *ᵥ (s • q - t • d)) := by linarith
  have h4 := pow_le_pow_left₀ (mul_nonneg ha.le (l2_nonneg _)) h3 2
  rw [mul_pow, mul_pow, l2_sq, l2_sq] at h4
  simp only [Matrix.mulVec_add, Matrix.mulVec_sub, Matrix.mulVec_smul, add_dotProduct,
    dotProduct_add, sub_dotProduct, dotProduct_sub, smul_dotProduct, dotProduct_smul,
    smul_eq_mul] at h4
  rw [dotProduct_comm (W *ᵥ d) (W *ᵥ q)] at h4
  linarith

end

end QuasiMinimalResidual
```

The compiler's answer:

```
Main.lean:67:31: error: Tactic `rewrite` failed: Did not find an occurrence of the pattern
  l2 ?x ^ 2
in the target expression
  (2 * a) ^ 2 * c ^ 2 * W *ᵥ q ⬝ᵥ W *ᵥ q ≤ ((a ^ 2 + c ^ 2) * l2 (W *ᵥ (q + d))) ^ 2

n : Type u_1
inst✝ : Fintype n
k : ℕ
W : Matrix n (Fin (k + 1)) ℝ
a c : ℝ
ha : 0 < a
hW : Conditioned W a c
q d : Fin (k + 1) → ℝ
hq : q ⬝ᵥ d = 0
hc : 0 < c
hq' : d ⬝ᵥ q = 0
hexp : W *ᵥ (q + d) ⬝ᵥ W *ᵥ (q + d) = W *ᵥ q ⬝ᵥ W *ᵥ q + 2 * W *ᵥ q ⬝ᵥ W *ᵥ d + W *ᵥ d ⬝ᵥ W *ᵥ d
⊢ (2 * a) ^ 2 * c ^ 2 * W *ᵥ q ⬝ᵥ W *ᵥ q ≤ ((a ^ 2 + c ^ 2) * l2 (W *ᵥ (q + d))) ^ 2
```

The message says that `rw` found no term of the form `l2 ?x ^ 2` to rewrite. The two uses of `mul_pow` were meant to split the square on each side of the inequality. The first did split the left side, into `(2 * a * c) ^ 2` times the squared length. But `(2 * a * c) ^ 2` is itself the square of a product, so the second `mul_pow` matched it and turned it into `(2 * a) ^ 2 * c ^ 2`, leaving the right side untouched. The first `l2_sq` then used up the only squared length standing by itself, and the second had nothing to match, since on the right `l2` was still inside a squared product.

The repair gives `mul_pow` its first factor explicitly: `2 * a * c` for the left side and `a ^ 2 + c ^ 2` for the right. Each rewrite can now match only the square it is meant for, so both squared lengths are exposed for `l2_sq`, and `(2 * a * c) ^ 2` stays whole, as it appears in `quadratic_bound`.

As a diff, the version that Lean accepts:

```diff
@@ -65,5 +65,5 @@
     rw [dotProduct_comm (W *ᵥ d) (W *ᵥ q)]
     ring
-  rw [mul_pow, mul_pow, l2_sq, l2_sq, hexp]
+  rw [mul_pow (2 * a * c), mul_pow (a ^ 2 + c ^ 2), l2_sq, l2_sq, hexp]
   refine quadratic_bound ha hW.le (by rw [← l2_sq]; positivity) fun s t => ?_
   -- s q + t d and s q - t d have the same length
```
